# The squared invariant flux is E₁²E₂² times the squared Møller velocity

For two particles with energies E₁, E₂ and velocities v₁, v₂ in ℝ³, let p_i = E_i v_i and m_i² = E_i² − |p_i|², in units with c = 1. Then

(E₁E₂ − p₁·p₂)² − m₁²m₂² = E₁²E₂² (|v₁ − v₂|² − |v₁ × v₂|²).

If the energies are non-negative and |v₂| ≤ 1, both sides are non-negative, and the root of the left side is E₁E₂ times the Møller speed √(|v₁ − v₂|² − |v₁ × v₂|²). If also ħ = 1 and one-particle states are normalised to 2E particles per unit volume, the Lorentz-invariant cross section of a two-particle collision is the squared amplitude, integrated over the final-state phase space, divided by four times this root. The result concerns only that kinematic factor, not the amplitude or the phase space.

```lean
import Mathlib

open Matrix

namespace MollerFlux

noncomputable section
```

## Velocities, momenta and the flux

A velocity is a function `Fin 3 → ℝ`, with components v(0), v(1), v(2). Its squared length is the dot product v·v, written explicitly because Mathlib's default norm on this type is the maximum norm.

```lean
/-- The squared Euclidean length of a vector in three-dimensional space. -/
def lenSq (v : Fin 3 → ℝ) : ℝ := v ⬝ᵥ v
```

The momentum is p = E v.

```lean
/-- The momentum `p = E v` of a particle with energy `E` and velocity `v` (units with `c = 1`). -/
def momentum (E : ℝ) (v : Fin 3 → ℝ) : Fin 3 → ℝ := E • v
```

The squared mass is defined by the dispersion relation. Energy and velocity are independent real inputs, so m² is negative for a non-zero energy and a speed above 1.

```lean
/-- The squared mass `m² = E² - |p|²`. -/
def massSq (E : ℝ) (v : Fin 3 → ℝ) : ℝ := E ^ 2 - lenSq (momentum E v)
```

The Minkowski product has signature (+,−,−,−).

```lean
/-- The Minkowski product `E₁ E₂ - p₁ · p₂` of two four-momenta. -/
def fourDot (E₁ E₂ : ℝ) (v₁ v₂ : Fin 3 → ℝ) : ℝ :=
  E₁ * E₂ - momentum E₁ v₁ ⬝ᵥ momentum E₂ v₂
```

The squared flux is built from Minkowski products alone, hence the name "invariant"; Lorentz transformations do not enter the development.

```lean
/-- The square of the invariant flux, `(E₁ E₂ - p₁ · p₂)² - m₁² m₂²`. -/
def fluxSq (E₁ E₂ : ℝ) (v₁ v₂ : Fin 3 → ℝ) : ℝ :=
  fourDot E₁ E₂ v₁ v₂ ^ 2 - massSq E₁ v₁ * massSq E₂ v₂
```

The velocity expression on the right of the identity gets its own name.

```lean
/-- The square of the Møller velocity, `|v₁ - v₂|² - |v₁ × v₂|²`. -/
def mollerSq (v₁ v₂ : Fin 3 → ℝ) : ℝ := lenSq (v₁ - v₂) - lenSq (v₁ ⨯₃ v₂)
```

Its square root is the Møller speed.

```lean
/-- The Møller velocity, the square root of `|v₁ - v₂|² - |v₁ × v₂|²`. -/
def mollerSpeed (v₁ v₂ : Fin 3 → ℝ) : ℝ := √(mollerSq v₁ v₂)
```

## Lagrange's identity

A squared length is a sum of squares, v(0)² + v(1)² + v(2)² ≥ 0.

```lean
/-- A squared length is non-negative. -/
theorem lenSq_nonneg (v : Fin 3 → ℝ) : 0 ≤ lenSq v := by
  simp only [lenSq, dotProduct]
  exact Finset.sum_nonneg fun i _ => mul_self_nonneg (v i)
```

The components of v × w are, up to sign, v(i)w(j) − v(j)w(i) with i < j. Squaring and summing gives

|v × w|² = Σ_{i≠j} v(i)²w(j)² − 2 Σ_{i<j} v(i)w(i)v(j)w(j).

Adding and subtracting Σ_i v(i)²w(i)² completes both sums:

|v × w|² = |v|²|w|² − (v·w)².

In Lean, `simp` writes out the coordinates and `ring` compares the polynomials.

```lean
/-- Lagrange's identity: `|v × w|² = |v|² |w|² - (v · w)²`. -/
theorem lenSq_cross (v w : Fin 3 → ℝ) :
    lenSq (v ⨯₃ w) = lenSq v * lenSq w - (v ⬝ᵥ w) ^ 2 := by
  simp [lenSq, cross_apply, dotProduct, Fin.sum_univ_three]
  ring
```

## From four-momenta to velocities

Write a = |v₁|², b = |v₂|² and d = v₁·v₂. The Minkowski product is E₁E₂(1 − d), and the squared masses are E₁²(1 − a) and E₂²(1 − b). The squared flux is therefore E₁²E₂² times

(1 − d)² − (1 − a)(1 − b) = (a + b − 2d) − (ab − d²).

The first bracket is |v₁ − v₂|²; the second is |v₁ × v₂|² by Lagrange's identity. No condition on energies or speeds is needed.

```lean
/-- The squared invariant flux of two particles is `E₁² E₂² (|v₁ - v₂|² - |v₁ × v₂|²)`. -/
theorem fluxSq_eq (E₁ E₂ : ℝ) (v₁ v₂ : Fin 3 → ℝ) :
    fluxSq E₁ E₂ v₁ v₂
      = E₁ ^ 2 * E₂ ^ 2 * (lenSq (v₁ - v₂) - lenSq (v₁ ⨯₃ v₂)) := by
  -- remove the cross product, then expand everything in the three scalar products
  rw [lenSq_cross]
  simp only [fluxSq, fourDot, massSq, momentum, lenSq, smul_dotProduct, dotProduct_smul,
    smul_eq_mul, sub_dotProduct, dotProduct_sub, dotProduct_comm v₂ v₁]
  ring
```

## The sign of the radicand

Let u = v₁ − v₂. Since v₂ × v₂ = 0, we have v₁ × v₂ = u × v₂, and Lagrange's identity gives

|u|² − |u × v₂|² = |u|²(1 − |v₂|²) + (u·v₂)².

The Lean proof reaches the same equation by expanding both sides in a, b and d.

```lean
/-- With `u = v₁ - v₂`, the squared Møller velocity is `|u|² (1 - |v₂|²) + (u · v₂)²`. -/
theorem mollerSq_eq (v₁ v₂ : Fin 3 → ℝ) :
    mollerSq v₁ v₂
      = lenSq (v₁ - v₂) * (1 - lenSq v₂) + ((v₁ - v₂) ⬝ᵥ v₂) ^ 2 := by
  rw [mollerSq, lenSq_cross]
  simp only [lenSq, sub_dotProduct, dotProduct_sub, dotProduct_comm v₂ v₁]
  ring
```

For |v₂| ≤ 1 both terms are non-negative.

```lean
/-- The squared Møller velocity is non-negative if the second particle is not faster
than light. -/
theorem mollerSq_nonneg (v₁ v₂ : Fin 3 → ℝ) (h : lenSq v₂ ≤ 1) : 0 ≤ mollerSq v₁ v₂ := by
  rw [mollerSq_eq]
  exact add_nonneg (mul_nonneg (lenSq_nonneg _) (sub_nonneg.mpr h)) (sq_nonneg _)
```

The same argument with the particles exchanged shows that |v₁| ≤ 1 would serve equally well, a variant not stated in the file. If both particles are faster than light, the sign can fail: v₁ = (2,0,0) and v₂ = (0,2,0) give 8 − 16 = −8.

## Taking the root

The squared flux is (E₁E₂)² times the squared Møller speed. The root of the first factor is |E₁E₂|, which equals E₁E₂ for non-negative energies. With E₁ = −1, E₂ = 1, v₁ = (1/2,0,0) and v₂ = 0, the root is 1/2, but E₁E₂ times the Møller speed is −1/2.

```lean
/-- For non-negative energies and a second particle not faster than light, the squared
invariant flux is non-negative and its square root is `E₁ E₂` times the Møller velocity. -/
theorem flux_eq_mollerSpeed (E₁ E₂ : ℝ) (v₁ v₂ : Fin 3 → ℝ)
    (hE₁ : 0 ≤ E₁) (hE₂ : 0 ≤ E₂) (h : lenSq v₂ ≤ 1) :
    0 ≤ fluxSq E₁ E₂ v₁ v₂ ∧
      √(fluxSq E₁ E₂ v₁ v₂) = E₁ * E₂ * mollerSpeed v₁ v₂ := by
  have key : fluxSq E₁ E₂ v₁ v₂ = (E₁ * E₂) ^ 2 * mollerSq v₁ v₂ := by
    rw [fluxSq_eq, mollerSq]
    ring
  rw [key]
  refine ⟨mul_nonneg (sq_nonneg _) (mollerSq_nonneg v₁ v₂ h), ?_⟩
  rw [Real.sqrt_mul (sq_nonneg _), Real.sqrt_sq (mul_nonneg hE₁ hE₂), mollerSpeed]
```

## Collinear, light-like and resting particles

For |v₂| ≤ 1 both radicands are non-negative, so the Møller speed equals |v₁ − v₂| exactly when the radicands agree. That means |v₁ × v₂|² = 0, hence v₁ × v₂ = 0: the velocities are collinear, or one of them vanishes.

```lean
/-- If the second particle is not faster than light, the Møller velocity equals the length
of `v₁ - v₂` exactly when `v₁ × v₂ = 0`. -/
theorem mollerSpeed_eq_relative_iff (v₁ v₂ : Fin 3 → ℝ) (h : lenSq v₂ ≤ 1) :
    mollerSpeed v₁ v₂ = √(lenSq (v₁ - v₂)) ↔ v₁ ⨯₃ v₂ = 0 := by
  rw [mollerSpeed, Real.sqrt_inj (mollerSq_nonneg v₁ v₂ h) (lenSq_nonneg _), mollerSq,
    sub_eq_self]
  exact dotProduct_self_eq_zero
```

For |v₁| = |v₂| = 1, again with d = v₁·v₂, the squared Møller speed is

(2 − 2d) − (1 − d²) = (1 − d)².

Since 2 − 2d = |v₁ − v₂|² ≥ 0, we have d ≤ 1, and the root is 1 − d.

```lean
/-- For two particles moving at the speed of light the Møller velocity is `1 - v₁ · v₂`. -/
theorem mollerSpeed_lightlike (v₁ v₂ : Fin 3 → ℝ) (h₁ : lenSq v₁ = 1) (h₂ : lenSq v₂ = 1) :
    mollerSpeed v₁ v₂ = 1 - v₁ ⬝ᵥ v₂ := by
  have hd : lenSq (v₁ - v₂) = lenSq v₁ + lenSq v₂ - 2 * (v₁ ⬝ᵥ v₂) := by
    simp only [lenSq, sub_dotProduct, dotProduct_sub, dotProduct_comm v₂ v₁]
    ring
  -- the scalar product of two unit vectors is at most one
  have hn : 0 ≤ 1 - v₁ ⬝ᵥ v₂ := by
    have := lenSq_nonneg (v₁ - v₂)
    rw [hd, h₁, h₂] at this
    linarith
  have hs : mollerSq v₁ v₂ = (1 - v₁ ⬝ᵥ v₂) ^ 2 := by
    rw [mollerSq, lenSq_cross, hd, h₁, h₂]
    ring
  rw [mollerSpeed, hs, Real.sqrt_sq hn]
```

For v₂ = 0 we have p₂ = 0 and m₂² = E₂², so the squared flux is

E₁²E₂² − (E₁² − |p₁|²)E₂² = E₂²|p₁|².

With E₂ ≥ 0 the flux is E₂|p₁|, where E₂ is the target's rest energy.

```lean
/-- For a target at rest with non-negative energy `E₂`, the invariant flux is `E₂ |p₁|`. -/
theorem flux_target_at_rest (E₁ E₂ : ℝ) (v₁ : Fin 3 → ℝ) (hE₂ : 0 ≤ E₂) :
    √(fluxSq E₁ E₂ v₁ 0) = E₂ * √(lenSq (momentum E₁ v₁)) := by
  have key : fluxSq E₁ E₂ v₁ 0 = E₂ ^ 2 * lenSq (momentum E₁ v₁) := by
    simp only [fluxSq, fourDot, massSq, momentum, lenSq, smul_zero, dotProduct_zero]
    ring
  rw [key, Real.sqrt_mul (sq_nonneg _), Real.sqrt_sq hE₂]

end

end MollerFlux
```

```lean
#print axioms MollerFlux.flux_eq_mollerSpeed
#print axioms MollerFlux.mollerSpeed_eq_relative_iff
#print axioms MollerFlux.mollerSpeed_lightlike
#print axioms MollerFlux.flux_target_at_rest
```

```
'MollerFlux.flux_eq_mollerSpeed' depends on axioms: [propext, Classical.choice, Quot.sound]
'MollerFlux.mollerSpeed_eq_relative_iff' depends on axioms: [propext, Classical.choice, Quot.sound]
'MollerFlux.mollerSpeed_lightlike' depends on axioms: [propext, Classical.choice, Quot.sound]
'MollerFlux.flux_target_at_rest' depends on axioms: [propext, Classical.choice, Quot.sound]
```
